# For Hermitian X, H plus its velocity term matches exp(−ikX) H exp(ikX) to within (k²/2)‖[X,[X,H]]‖

An electron hops with real amplitude w > 0 between two sites at positions 0 and d > 0. A uniform vector potential, described by a real wave number k, leaves the hop's strength alone and changes its phase. With X = diag(0, d) for the position and H for the hopping matrix with off-diagonal entries w, the Hamiltonian becomes

F(k) = exp(−ikX) H exp(ikX), with entries F₁₂ = w e^{ikd}, F₂₁ = w e^{−ikd}.

Keeping the terms up to first order in k replaces e^{ikd} by 1 + ikd. The operator norm of the error is

w |e^{ikd} − 1 − ikd| ≤ w (kd)²/2.

The right side is (k²/2)‖[X,[X,H]]‖, because the double commutator has off-diagonal entries d²w. The bound holds because the phase has modulus one for every k, so the second derivative of the error, −wd² e^{ikd}, has the same modulus wd² at every k.

For w = d = 1 and k = 0.5, the real part of the error is cos 0.5 − 1 ≈ −0.1224 and the imaginary part is sin 0.5 − 0.5 ≈ −0.0206. The error is therefore about 0.1241, against a bound of 0.125.

The same argument works for any Hermitian X and any square matrix H. When a finite-basis Hamiltonian, possibly with non-local potentials, is coupled to a uniform vector potential through the phases exp(±ikX), with X the position matrix in that basis, it bounds the error of keeping only H and the velocity term.

```lean
import Mathlib

open Complex Finset

namespace FieldExpansion

noncomputable section
```

## The Hamiltonian in the field and its velocity

The commutator is [a,b] = ab − ba, in any ring.

```lean
/-- The commutator `[a, b] = ab - ba`. -/
def comm {R : Type*} [Ring R] (a b : R) : R := a * b - b * a
```

The general argument takes X and H from a normed complex algebra `A`, which later acquires the properties of bounded operators on a Hilbert space. `fieldHamiltonian X H k` is F(k). The word "field" refers to the parameter k, a wave number or a scaled vector potential along one direction; it is not an electric field strength.

```lean
variable {A : Type*} [NormedRing A] [NormedAlgebra ℂ A]

/-- The Hamiltonian `exp(-ikX) H exp(ikX)` at field parameter `k`. -/
def fieldHamiltonian (X H : A) (k : ℝ) : A :=
  NormedSpace.exp ((-(I * (k : ℂ))) • X) * H * NormedSpace.exp ((I * (k : ℂ)) • X)
```

With ħ = 1, the velocity operator is the rate of change of position, i[H,X]. In Lean `velocity X` is a map that can be applied to any element, including a velocity. Write it V, so that V(H) = i[H,X].

```lean
/-- The velocity map `H ↦ i[H, X]`. -/
def velocity (X H : A) : A := I • comm H X
```

Applying it twice gives

V(V(H)) = i²[[H,X],X] = −[X,[X,H]].

```lean
/-- Applying the velocity map twice gives `-[X, [X, H]]`. -/
theorem velocity_velocity (X H : A) :
    velocity X (velocity X H) = -comm X (comm X H) := by
  simp only [velocity, comm, smul_mul_assoc, mul_smul_comm, ← smul_sub, smul_smul,
    I_mul_I, neg_smul, one_smul]
  noncomm_ring
```

Reversing X changes the sign of each application, so j applications give a factor (−1)ʲ. This will carry the bound from positive to negative k. The proof is an induction on j; `^[j]` denotes j-fold application.

```lean
private theorem velocity_neg_iterate (X H : A) (j : ℕ) :
    (velocity (-X))^[j] H = ((-1 : ℝ) ^ j) • (velocity X)^[j] H := by
  induction j with
  | zero => simp
  | succ j ih =>
    rw [Function.iterate_succ_apply', Function.iterate_succ_apply', ih, pow_succ]
    simp only [velocity, comm, mul_neg, neg_mul, smul_mul_assoc, mul_smul_comm,
      ← Complex.coe_smul]
    push_cast
    module
```

The expansion to be justified is F(k) ≈ Σ kʲ/j! Vʲ(H). Its first two terms are

H + kV(H) = H + ik[H,X].

```lean
private theorem taylor_two (X H : A) (k : ℝ) :
    ∑ j ∈ range 2, (k ^ j / (j.factorial : ℝ)) • (velocity X)^[j] H
      = H + (I * (k : ℂ)) • comm H X := by
  rw [Finset.sum_range_succ, Finset.sum_range_one]
  change (k ^ 0 / ((Nat.factorial 0 : ℕ) : ℝ)) • H
    + (k ^ 1 / ((Nat.factorial 1 : ℕ) : ℝ)) • velocity X H = _
  simp only [pow_zero, pow_one, Nat.factorial_zero, Nat.factorial_one, Nat.cast_one,
    div_one, one_smul]
  rw [velocity, ← Complex.coe_smul, smul_smul, mul_comm (k : ℂ) I]
```

## Differentiating with respect to k

The coefficients satisfy

d/dt [tʲ⁺¹/(j+1)!] = tʲ/j!.

```lean
private theorem hasDerivAt_coeff (j : ℕ) (t : ℝ) :
    HasDerivAt (fun s : ℝ => s ^ (j + 1) / ((j + 1).factorial : ℝ))
      (t ^ j / (j.factorial : ℝ)) t := by
  refine ((hasDerivAt_pow (j + 1) t).div_const _).congr_deriv ?_
  have hj : ((j + 1 : ℕ) : ℝ) ≠ 0 := Nat.cast_ne_zero.mpr (Nat.succ_ne_zero j)
  rw [Nat.add_sub_cancel, Nat.factorial_succ, Nat.cast_mul]
  exact mul_div_mul_left _ _ hj
```

Differentiating both exponentials, and using that X commutes with them, gives

F′(k) = exp(−ikX)(−iXH + iHX) exp(ikX) = exp(−ikX) V(H) exp(ikX).

The derivative is thus the velocity conjugated by the same phases. In Lean, `e1` and `e2` write each exponent as a real parameter times a fixed element. The two derivative lemmas for the exponential then place both factors of X next to H, and the product rule gives the commutator. Completeness of `A` enters here.

```lean
variable [CompleteSpace A]

/-- The rate of change of the field Hamiltonian is the velocity `i[H, X]`, carried along by
the same phases. -/
theorem hasDerivAt_fieldHamiltonian (X H : A) (k : ℝ) :
    HasDerivAt (fieldHamiltonian X H) (fieldHamiltonian X (velocity X H) k) k := by
  have e1 : ∀ t : ℝ, (-(I * (t : ℂ))) • X = t • (-(I • X)) := fun t => by
    rw [← Complex.coe_smul]; module
  have e2 : ∀ t : ℝ, (I * (t : ℂ)) • X = t • (I • X) := fun t => by
    rw [← Complex.coe_smul]; module
  have h1 := hasDerivAt_exp_smul_const (-(I • X)) k
  have h2 := hasDerivAt_exp_smul_const' (I • X) k
  have h := (h1.mul_const H).fun_mul h2
  have hf : fieldHamiltonian X H = fun t : ℝ =>
      NormedSpace.exp (t • (-(I • X))) * H * NormedSpace.exp (t • (I • X)) := by
    funext t
    rw [fieldHamiltonian, e1, e2]
  rw [hf]
  refine h.congr_deriv ?_
  rw [fieldHamiltonian, e1, e2]
  simp only [velocity, comm, smul_sub, mul_sub, sub_mul, mul_neg, neg_mul,
    smul_mul_assoc, mul_smul_comm, mul_assoc]
  abel
```

## Unitary phases keep the norm fixed

If X is self-adjoint and k is real, U = exp(ikX) is unitary, and

‖F(k)‖ = ‖U* H U‖ = ‖H‖.

The added assumptions make `A` a unital C*-algebra, where multiplication by a unitary on either side preserves the norm. H need not be self-adjoint.

```lean
variable [StarRing A] [CStarRing A] [StarModule ℂ A]

/-- For self-adjoint `X` the field Hamiltonian has the same norm as `H`. -/
theorem norm_fieldHamiltonian {X : A} (hX : IsSelfAdjoint X) (H : A) (k : ℝ) :
    ‖fieldHamiltonian X H k‖ = ‖H‖ := by
  -- the phases are unitary
  have hu : ∀ t : ℝ, NormedSpace.exp ((I * (t : ℂ)) • X) ∈ unitary A := by
    intro t
    have hs : IsSelfAdjoint ((t : ℂ) • X) := by
      rw [IsSelfAdjoint, star_smul, hX.star_eq]
      simp
    rw [mul_smul]
    exact (selfAdjoint.expUnitary ⟨(t : ℂ) • X, hs⟩).2
  have e : -(I * (k : ℂ)) = I * ((-k : ℝ) : ℂ) := by push_cast; ring
  rw [fieldHamiltonian, e]
  exact (CStarRing.norm_mul_coe_unitary _ ⟨_, hu k⟩).trans
    (CStarRing.norm_coe_unitary_mul ⟨_, hu (-k)⟩ H)
```

Self-adjointness of X matters for the error bound itself. In the two-site example with w = 1, take X = diag(0, i). The entries of F(k) become e^{−k} and e^{k}, and at k = 1 the error is e − 2 ≈ 0.718, while the bound would be 0.5. This X is normal, so normality alone is not enough.

## The remainder, order by order

Let R_N(H,k) be F(k) minus the terms with j < N. For k ≥ 0 the claim is

‖R_N(H,k)‖ ≤ kᴺ/N! ‖Vᴺ(H)‖.

For N = 0 nothing has been subtracted, and this is norm preservation. For the next order,

d/dk R_{N+1}(H,k) = R_N(V(H),k), R_{N+1}(H,0) = 0.

Integrating the bound already known for V(H) yields

‖R_{N+1}(H,k)‖ ≤ ∫₀ᵏ tᴺ/N! ‖Vᴺ⁺¹(H)‖ dt = kᴺ⁺¹/(N+1)! ‖Vᴺ⁺¹(H)‖.

The Lean induction keeps H general, since its hypothesis is used at V(H). `hg` is the derivative identity. In place of the integral, a mean-value inequality compares the norm of the remainder with a function that grows at least as fast.

```lean
private theorem taylor_nonneg {X : A} (hX : IsSelfAdjoint X) (N : ℕ) :
    ∀ (H : A) (k : ℝ), 0 ≤ k →
    ‖fieldHamiltonian X H k
        - ∑ j ∈ range N, (k ^ j / (j.factorial : ℝ)) • (velocity X)^[j] H‖
      ≤ k ^ N / (N.factorial : ℝ) * ‖(velocity X)^[N] H‖ := by
  induction N with
  | zero => intro H k _; simp [norm_fieldHamiltonian hX]
  | succ N ih =>
    intro H k hk
    -- the remainder of order N + 1 for H has as derivative that of order N for i[H, X]
    have hg : ∀ t : ℝ, HasDerivAt (fun s : ℝ => fieldHamiltonian X H s
        - ∑ j ∈ range (N + 1), (s ^ j / (j.factorial : ℝ)) • (velocity X)^[j] H)
        (fieldHamiltonian X (velocity X H) t
          - ∑ j ∈ range N, (t ^ j / (j.factorial : ℝ)) • (velocity X)^[j] (velocity X H))
        t := by
      intro t
      have hs : HasDerivAt (fun s : ℝ => ∑ j ∈ range N,
          (s ^ (j + 1) / ((j + 1).factorial : ℝ)) • (velocity X)^[j] (velocity X H))
          (∑ j ∈ range N, (t ^ j / (j.factorial : ℝ)) • (velocity X)^[j] (velocity X H)) t :=
        HasDerivAt.fun_sum fun j _ => (hasDerivAt_coeff j t).smul_const _
      have h := ((hasDerivAt_fieldHamiltonian X H t).fun_sub hs).sub_const H
      have hfun : ∀ s : ℝ, fieldHamiltonian X H s
          - ∑ j ∈ range (N + 1), (s ^ j / (j.factorial : ℝ)) • (velocity X)^[j] H
          = fieldHamiltonian X H s - ∑ j ∈ range N,
            (s ^ (j + 1) / ((j + 1).factorial : ℝ)) • (velocity X)^[j] (velocity X H)
            - H := by
        intro s
        simp only [Finset.sum_range_succ', Function.iterate_succ_apply,
          Function.iterate_zero_apply, pow_zero, Nat.factorial_zero, Nat.cast_one, div_one,
          one_smul]
        abel
      rw [funext hfun]
      exact h
    refine image_norm_le_of_norm_deriv_right_le_deriv_boundary
      (fun t _ => (hg t).continuousAt.continuousWithinAt)
      (fun t _ => (hg t).hasDerivWithinAt) ?_
      (fun t => (hasDerivAt_coeff N t).mul_const ‖(velocity X)^[N + 1] H‖)
      (fun t ht => ih (velocity X H) t ht.1) (Set.right_mem_Icc.mpr hk)
    simp [Finset.sum_range_succ', fieldHamiltonian]
```

For k < 0, reverse both X and k. F(k) is unchanged, and in each term the signs cancel: (−k)ʲ(−1)ʲ = kʲ. The bound now holds for every real k, with |k| on the right.

```lean
/-- For self-adjoint `X`, cutting the expansion in `k` before order `N` costs at most
`|k|^N / N!` times the norm of the `N`-fold velocity map applied to `H`. -/
theorem taylor_error {X : A} (hX : IsSelfAdjoint X) (H : A) (k : ℝ) (N : ℕ) :
    ‖fieldHamiltonian X H k
        - ∑ j ∈ range N, (k ^ j / (j.factorial : ℝ)) • (velocity X)^[j] H‖
      ≤ |k| ^ N / (N.factorial : ℝ) * ‖(velocity X)^[N] H‖ := by
  rcases le_total 0 k with hk | hk
  · rw [abs_of_nonneg hk]
    exact taylor_nonneg hX N H k hk
  · -- a negative field is a positive field with X reversed
    have h := taylor_nonneg hX.neg N H (-k) (neg_nonneg.mpr hk)
    have hF : fieldHamiltonian (-X) H (-k) = fieldHamiltonian X H k := by
      simp [fieldHamiltonian]
    have hc : ∀ j : ℕ, (-k) ^ j / (j.factorial : ℝ) * (-1) ^ j
        = k ^ j / (j.factorial : ℝ) := fun j => by
      rw [div_mul_eq_mul_div, ← mul_pow, neg_mul_neg, mul_one]
    simp only [velocity_neg_iterate, smul_smul, hc, hF] at h
    rw [norm_smul, norm_pow, norm_neg, norm_one, one_pow, one_mul] at h
    rwa [abs_of_nonpos hk]
```

## The velocity term alone

At N = 2 the retained terms are H + ik[H,X], and V²(H) = −[X,[X,H]] has the norm of the double commutator. Hence

‖F(k) − H − ik[H,X]‖ ≤ (k²/2)‖[X,[X,H]]‖.

```lean
/-- For self-adjoint `X`, replacing the field Hamiltonian by `H + ik[H, X]` costs at most
`(k²/2) ‖[X, [X, H]]‖`. -/
theorem velocity_error {X : A} (hX : IsSelfAdjoint X) (H : A) (k : ℝ) :
    ‖fieldHamiltonian X H k - H - (I * (k : ℂ)) • comm H X‖
      ≤ k ^ 2 / 2 * ‖comm X (comm X H)‖ := by
  have h := taylor_error hX H k 2
  have e2 : (velocity X)^[2] H = -comm X (comm X H) := velocity_velocity X H
  have f2 : ((Nat.factorial 2 : ℕ) : ℝ) = 2 := by norm_num [Nat.factorial]
  rwa [taylor_two, e2, norm_neg, f2, sq_abs, ← sub_sub] at h
```

The case N = 3 bounds the same error from below. Since V³(H) = i[X,[X,[X,H]]] and

R₂ = R₃ − (k²/2)[X,[X,H]],

the triangle inequality gives

‖R₂‖ ≥ (k²/2)‖[X,[X,H]]‖ − (|k|³/6)‖[X,[X,[X,H]]]‖.

In the Lean proof `es` is the identity between the two remainders, and `ht` is the triangle inequality. Dividing by k² and letting k tend to zero, a limit left to the reader, shows that the factor 1/2 is the best possible whenever the double commutator is non-zero.

```lean
/-- For self-adjoint `X`, the error of replacing the field Hamiltonian by `H + ik[H, X]` is at least
`(k²/2) ‖[X, [X, H]]‖` minus a term of third order in `k`. -/
theorem velocity_error_lower {X : A} (hX : IsSelfAdjoint X) (H : A) (k : ℝ) :
    k ^ 2 / 2 * ‖comm X (comm X H)‖ - |k| ^ 3 / 6 * ‖comm X (comm X (comm X H))‖
      ≤ ‖fieldHamiltonian X H k - H - (I * (k : ℂ)) • comm H X‖ := by
  have h := taylor_error hX H k 3
  have e2 : (velocity X)^[2] H = -comm X (comm X H) := velocity_velocity X H
  have e3 : (velocity X)^[3] H = I • comm X (comm X (comm X H)) := by
    have h3 : (velocity X)^[3] H = velocity X (-comm X (comm X H)) :=
      congrArg (velocity X) (velocity_velocity X H)
    have hc : comm (-comm X (comm X H)) X = comm X (comm X (comm X H)) := by
      unfold comm; noncomm_ring
    rw [h3, velocity, hc]
  have f2 : ((Nat.factorial 2 : ℕ) : ℝ) = 2 := by norm_num [Nat.factorial]
  have f3 : ((Nat.factorial 3 : ℕ) : ℝ) = 6 := by norm_num [Nat.factorial]
  rw [Finset.sum_range_succ, taylor_two, e2, e3, norm_smul, Complex.norm_I, one_mul,
    f2, f3] at h
  -- the second-order term is the difference of two successive remainders
  have ht := norm_sub_le
    (fieldHamiltonian X H k
      - (H + (I * (k : ℂ)) • comm H X + (k ^ 2 / 2) • -comm X (comm X H)))
    (fieldHamiltonian X H k - H - (I * (k : ℂ)) • comm H X)
  have es : fieldHamiltonian X H k
      - (H + (I * (k : ℂ)) • comm H X + (k ^ 2 / 2) • -comm X (comm X H))
      - (fieldHamiltonian X H k - H - (I * (k : ℂ)) • comm H X)
      = (k ^ 2 / 2) • comm X (comm X H) := by
    rw [smul_neg]; abel
  rw [es, norm_smul, Real.norm_of_nonneg (by positivity)] at ht
  linarith
```

## When the double commutator vanishes

If [X,[X,H]] = 0, the upper bound is zero and F(k) = H + ik[H,X] exactly. Norm preservation then requires

|k| ‖[H,X]‖ = ‖F(k) − H‖ ≤ 2‖H‖ for every real k,

so [H,X] = 0. The Lean proof assumes the opposite and inserts k = (2‖H‖ + 1)/‖[H,X]‖, which would give 2‖H‖ + 1 ≤ 2‖H‖. For bounded operators with X self-adjoint, then, a non-zero velocity term always comes with a non-zero double commutator. Boundedness matters: formally, H = p on the line has F(k) = p + k, which is linear in k with a non-zero velocity.

```lean
/-- For self-adjoint `X`, if the double commutator `[X, [X, H]]` vanishes, then so does
`[H, X]`. -/
theorem comm_eq_zero_of_double {X : A} (hX : IsSelfAdjoint X) (H : A)
    (h : comm X (comm X H) = 0) : comm H X = 0 := by
  by_contra hne
  have hpos : 0 < ‖comm H X‖ := norm_pos_iff.mpr hne
  -- a linear function of k with non-zero slope cannot stay bounded
  have hb : ∀ k : ℝ, k * ‖comm H X‖ ≤ 2 * ‖H‖ := by
    intro k
    have hv := velocity_error hX H k
    rw [h, norm_zero, mul_zero] at hv
    have heq := sub_eq_zero.mp (norm_le_zero_iff.mp hv)
    have hn := norm_sub_le (fieldHamiltonian X H k) H
    rw [heq, norm_fieldHamiltonian hX, norm_smul, norm_mul, Complex.norm_I, one_mul,
      Complex.norm_real, Real.norm_eq_abs] at hn
    have := mul_le_mul_of_nonneg_right (le_abs_self k) hpos.le
    linarith
  have hk := hb ((2 * ‖H‖ + 1) / ‖comm H X‖)
  rw [div_mul_cancel₀ _ hpos.ne'] at hk
  linarith
```

## The bound for matrices

For matrices, `n` is any finite index set, `X.IsHermitian` says that X equals its conjugate transpose, and H is an arbitrary complex square matrix. The opened scope `Matrix.Norms.L2Operator` selects the operator norm, that is, the largest singular value. Finite-dimensional matrix spaces are complete, so the general bound applies directly.

In an electronic-structure calculation, H and X would be matrices in an orthonormal basis; if the basis is non-orthogonal, both are first transformed to an orthonormal one. The step left to the user is from the position operator to its finite matrix X: conjugating the truncated H with exp(ikX) generally differs from truncating the conjugated operator, and the bound says nothing about that difference.

```lean
open scoped Matrix.Norms.L2Operator in
/-- For a Hermitian matrix `X`, any square matrix `H` and real `k`, the operator norm of
`exp(-ikX) H exp(ikX) - H - ik[H, X]` is at most `(k²/2) ‖[X, [X, H]]‖`. -/
theorem matrix_velocity_error {n : Type*} [Fintype n] [DecidableEq n]
    (H X : Matrix n n ℂ) (hX : X.IsHermitian) (k : ℝ) :
    ‖NormedSpace.exp ((-(I * (k : ℂ))) • X) * H * NormedSpace.exp ((I * (k : ℂ)) • X)
        - H - (I * (k : ℂ)) • comm H X‖
      ≤ k ^ 2 / 2 * ‖comm X (comm X H)‖ := by
  have : CompleteSpace (Matrix n n ℂ) := FiniteDimensional.complete ℂ _
  have hs : IsSelfAdjoint X := hX
  exact velocity_error hs H k

end

end FieldExpansion
```

```lean
#print axioms FieldExpansion.velocity_error_lower
-- 'FieldExpansion.velocity_error_lower' depends on axioms: [propext, Classical.choice, Quot.sound]
#print axioms FieldExpansion.comm_eq_zero_of_double
-- 'FieldExpansion.comm_eq_zero_of_double' depends on axioms: [propext, Classical.choice, Quot.sound]
#print axioms FieldExpansion.matrix_velocity_error
-- 'FieldExpansion.matrix_velocity_error' depends on axioms: [propext, Classical.choice, Quot.sound]
```
